# Quasi-spin multiplet dimensions, weighted by seniority multiplicities, add up to $4^W$ for $W$ pairs of single-particle states

## Pairs, quasi-spin and seniority

Take $2W$ single-particle states grouped into $W$ pairs, where $W$ is a natural number and $W=0$ is allowed. Let $a^\dagger_{p0}$ and $a^\dagger_{p1}$ create a fermion in the two partner states of pair $p$, and let $\hat N$ be the particle number operator. The quasi-spin operators are

$$Q_+ = \sum_{p} a^\dagger_{p1}a^\dagger_{p0},\qquad Q_- = (Q_+)^\dagger,\qquad Q_0 = \tfrac12(\hat N - W).$$

They obey the commutation relations of an angular momentum, so Fock space splits into multiplets with quasi-spin $Q$ and dimension $2Q+1$. The seniority $s$ of a multiplet is the particle number of its lowest state, the one that $Q_-$ annihilates. There $Q_0=-Q$, which gives $Q=(W-s)/2$ and dimension $W-s+1$. The multiplet has one state at each of the particle numbers $s, s+2,\dots,2W-s$. Seniority in this sense labels the total quasi-spin; it is not the number of singly occupied pairs in a determinant.

Write $C_N=\binom{2W}{N}$ for the dimension of the $N$-particle sector, with $C_N=0$ for negative $N$, and $g_s=C_s-C_{s-2}$, which for $s\le W$ is the number of multiplets of seniority $s$. The result is

$$\sum_{s=0}^{W}(W-s+1)\,g_s = 4^W .$$

For $W=2$ the sum is $3\cdot1+2\cdot4+1\cdot5=16$.

The Lean file treats the counting. The operators above and the splitting into multiplets are physical input: they enter through the dimension $W-s+1$ and through the rule for which seniorities appear in a sector.

```lean
import Mathlib

open Finset

namespace QuasiSpinSeniority
```

The file loads the Mathlib library and opens a namespace for its own names. Opening `Finset` gives short access to finite sums. In what follows, `range n` is the set $\{0,1,\dots,n-1\}$, so a sum over `range (W + 1)` runs from $0$ to $W$.

```lean
/-- The dimension `2Q + 1 = W - s + 1` of a quasi-spin multiplet with `Q = (W - s)/2`,
for `W` pairs and seniority `s`. -/
def multipletDim (W s : ℕ) : ℤ := (W : ℤ) - s + 1
```

This is the multiplet dimension $2Q+1=W-s+1$. The arguments are natural numbers (`ℕ`) and the value is an integer (`ℤ`), so the subtraction is the ordinary one. The value is a dimension for $s\le W$, the range used in the final sum.

```lean
/-- The seniority multiplicity (for `s ≤ W`) `C(2W, s) - C(2W, s - 2)`, where the second term is
zero for `s < 2`. -/
def seniorityMult (W s : ℕ) : ℤ :=
  ((2 * W).choose s : ℤ) - if 2 ≤ s then ((2 * W).choose (s - 2) : ℤ) else 0
```

This is $g_s$. The expression `(2 * W).choose s` is $\binom{2W}{s}$. Subtraction of natural numbers in Lean stops at zero, so `s - 2` would be $0$ for $s=0$ and $s=1$, and an unguarded formula would subtract $\binom{2W}{0}=1$. The `if` sets the second term to zero there, as the physics requires: no multiplet starts below the vacuum.

```lean
/-- From `s = 2` on, `seniorityMult` is the difference of the dimensions of two sectors that differ
by one pair. -/
theorem seniorityMult_add_two (W s : ℕ) :
    seniorityMult W (s + 2) = ((2 * W).choose (s + 2) : ℤ) - ((2 * W).choose s : ℤ) := by
  simp [seniorityMult]
```

A `theorem` line gives a name, the variables and, after the colon, the statement; the proof follows `:=`. This one says that $g_{s+2}=C_{s+2}-C_s$ for every $s\ge0$. The tactic `simp` unfolds the definition and settles the `if`. Shifting the index by two removes the case distinction from later arguments.

## From multiplicities to sector dimensions and back

```lean
/-- The sum of `m` over `N + 2, N, N - 2, ...` is the sum over `N, N - 2, ...` plus the term `m (N +
2)`. -/
theorem sector_step (m : ℕ → ℤ) (N : ℕ) :
    ∑ k ∈ range ((N + 2) / 2 + 1), m (N + 2 - 2 * k) =
      ∑ k ∈ range (N / 2 + 1), m (N - 2 * k) + m (N + 2) := by
  have h : (N + 2) / 2 + 1 = (N / 2 + 1) + 1 := by omega
  have h2 : ∀ k, N + 2 - 2 * (k + 1) = N - 2 * k := by intro k; omega
  rw [h, Finset.sum_range_succ']
  simp only [h2, mul_zero, Nat.sub_zero]
```

Here `m` is any integer-valued function of the seniority. The sum over $k$ from $0$ to $\lfloor N/2\rfloor$ collects $m_N, m_{N-2},\dots$ down to $m_0$ or $m_1$. The statement is

$$\sum_{k=0}^{\lfloor (N+2)/2\rfloor} m_{N+2-2k}=\sum_{k=0}^{\lfloor N/2\rfloor} m_{N-2k}+m_{N+2}.$$

By hand, one takes out the term $k=0$, which is $m_{N+2}$, and replaces $k$ by $k+1$ in the rest. In Lean, `Finset.sum_range_succ'` takes out the first term, and `omega`, a tactic for linear arithmetic with whole numbers, supplies the index identities.

```lean
/-- The values of `seniorityMult W` at `N, N - 2, N - 4, ...` add up to `C(2W, N)`. -/
theorem sector_sum (W : ℕ) : ∀ N : ℕ,
    ∑ k ∈ range (N / 2 + 1), seniorityMult W (N - 2 * k) = ((2 * W).choose N : ℤ)
  | 0 => by simp [seniorityMult]
  | 1 => by simp [seniorityMult]
  | N + 2 => by
    rw [sector_step, sector_sum W N, seniorityMult_add_two]
    ring
```

In ordinary notation, $\sum_{k=0}^{\lfloor N/2\rfloor} g_{N-2k}=C_N$. The sum telescopes:

$$(C_N-C_{N-2})+(C_{N-2}-C_{N-4})+\cdots=C_N,$$

since the last term is $g_0=C_0$ or $g_1=C_1$, with nothing subtracted.

The proof is an induction in steps of two, written as three cases. The cases $N=0$ and $N=1$ follow from the definition. In the case `N + 2`, the theorem calls itself at `N`, which is the induction hypothesis. The sum becomes $C_N+(C_{N+2}-C_N)$, and `ring` does the algebra.

The identity holds for every $N$, but above half filling, $N>W$, it is only algebra, because its sum then includes seniorities that no multiplet has.

```lean
/-- In every `N`-particle sector, the multiplicities of the seniorities of the parity of `N`
up to the smaller of the particle and hole numbers add up to `C(2W, N)`. -/
theorem sector_dimension (W N : ℕ) (hN : N ≤ 2 * W) :
    ∑ k ∈ range (min N (2 * W - N) / 2 + 1),
      seniorityMult W (min N (2 * W - N) - 2 * k) = ((2 * W).choose N : ℤ) := by
  rcases le_total N (2 * W - N) with h | h
  · rw [min_eq_left h, sector_sum]
  · -- above half filling, count holes instead of particles
    rw [min_eq_right h, sector_sum, Nat.choose_symm hN]
```

This is the version for all physical particle numbers $0\le N\le 2W$. A multiplet of seniority $s$ reaches the $N$-particle sector when $s\le N\le 2W-s$ and $s$ has the parity of $N$. The largest seniority present is therefore $M=\min(N,2W-N)$, the smaller of the particle and hole numbers, and the theorem states

$$\sum_{k=0}^{\lfloor M/2\rfloor} g_{M-2k}=C_N .$$

Each multiplet contributes one state to the sector, so the left side is the number of states that the multiplets supply. The proof splits on which of the two numbers is smaller. Up to half filling $M=N$, and the previous theorem applies. Above it $M=2W-N$, the previous theorem gives $C_{2W-N}$, and the symmetry $C_{2W-N}=C_N$, called `Nat.choose_symm`, finishes the argument.

```lean
/-- Multiplicities that reproduce the sector dimensions up to half filling are equal to the
seniority multiplicities for every seniority `s ≤ W`. -/
theorem seniorityMult_unique (W : ℕ) (m : ℕ → ℤ)
    (h : ∀ N ≤ W, ∑ k ∈ range (N / 2 + 1), m (N - 2 * k) = ((2 * W).choose N : ℤ))
    (s : ℕ) (hs : s ≤ W) : m s = seniorityMult W s := by
  match s, hs with
  | 0, hs => simpa [seniorityMult] using h 0 hs
  | 1, hs => simpa [seniorityMult] using h 1 hs
  | s + 2, hs =>
    -- subtract the dimensions of two sectors that differ by one pair
    have a := h (s + 2) hs
    have b := h s (by omega)
    rw [sector_step, b] at a
    rw [seniorityMult_add_two]
    linarith
```

The converse direction derives the formula for $g_s$ from counting. Let $m_s$ be unknown multiplicities. The hypothesis `h` says that for every $N\le W$ the multiplets of seniority $N,N-2,\dots$ supply exactly $C_N$ states:

$$\sum_{k=0}^{\lfloor N/2\rfloor} m_{N-2k}=C_N .$$

This stands for the physical fact that each such multiplet has one state in the sector. The conclusion is $m_s=g_s$ for all $s\le W$.

By hand, the sectors $N=0$ and $N=1$ give $m_0=C_0$ and, if $W\ge1$, $m_1=C_1$. For the others, subtract the equation for $N=s$ from the one for $N=s+2$. All terms cancel except $m_{s+2}=C_{s+2}-C_s$. In Lean the two equations are `a` and `b`, `sector_step` exposes the new term, and `linarith` solves the resulting linear equation.

```lean
/-- Every seniority from `0` to `W` has a strictly positive multiplicity. -/
theorem seniorityMult_pos (W s : ℕ) (hs : s ≤ W) : 0 < seniorityMult W s := by
  -- sector dimensions grow strictly up to half filling
  have grow : ∀ k, k < W → (2 * W).choose k < (2 * W).choose (k + 1) := by
    intro k hk
    have hpos : 0 < (2 * W).choose k := Nat.choose_pos (by omega)
    refine lt_of_mul_lt_mul_right ?_ (Nat.zero_le (k + 1))
    rw [Nat.choose_succ_right_eq]
    exact mul_lt_mul_of_pos_left (by omega) hpos
  match s, hs with
  | 0, _ => simp [seniorityMult]
  | 1, hs =>
    simp [seniorityMult]
    omega
  | s + 2, hs =>
    have h1 := grow s (by omega)
    have h2 : (2 * W).choose (s + 1) < (2 * W).choose (s + 2) := grow (s + 1) (by omega)
    rw [seniorityMult_add_two]
    omega
```

Every seniority $s\le W$ occurs: $g_s>0$. The argument rests on the growth of the binomials up to half filling. From

$$(k+1)\,C_{k+1}=(2W-k)\,C_k$$

and $2W-k>k+1$ for $k<W$, one gets $C_{k+1}>C_k$. Hence $g_{s+2}=C_{s+2}-C_s>0$ whenever $s+2\le W$. The remaining cases are $g_0=1$ and $g_1=2W$, the latter positive because $s=1\le W$.

The inner statement `grow` is the inequality $C_k<C_{k+1}$. Its proof multiplies both sides by $k+1$ and applies the relation above, which Mathlib calls `Nat.choose_succ_right_eq`. The final `omega` chains two growth steps, from $s$ to $s+1$ and from $s+1$ to $s+2$.

## Summing the weighted multiplicities

```lean
/-- Summation by parts: the sum of `multipletDim W s * seniorityMult W s` over `s ≤ n + 1`,
expressed through binomial coefficients. -/
theorem partial_count (W n : ℕ) :
    ∑ s ∈ range (n + 2), multipletDim W s * seniorityMult W s =
      2 * ∑ s ∈ range (n + 1), ((2 * W).choose s : ℤ)
        + ((W : ℤ) - n) * ((2 * W).choose (n + 1) : ℤ)
        + ((W : ℤ) - n - 1) * ((2 * W).choose n : ℤ) := by
  induction n with
  | zero =>
    simp [Finset.sum_range_succ, multipletDim, seniorityMult]
    ring
  | succ n ih =>
    rw [show n + 1 + 2 = (n + 2) + 1 from rfl, Finset.sum_range_succ, ih,
      Finset.sum_range_succ _ (n + 1), seniorityMult_add_two,
      show n + 1 + 1 = n + 2 from rfl]
    simp only [multipletDim]
    push_cast
    ring
```

With $D_s=W-s+1$ for the multiplet dimension, the statement is

$$\sum_{s=0}^{n+1}D_s\,g_s=2\sum_{s=0}^{n}C_s+(W-n)\,C_{n+1}+(W-n-1)\,C_n .$$

By hand this is a summation by parts. Insert $g_s=C_s-C_{s-2}$ and shift the index in the subtracted part:

$$\sum_{s=0}^{n+1}D_s\,C_s-\sum_{s=0}^{n-1}D_{s+2}\,C_s .$$

Since $D_s-D_{s+2}=2$, the common terms give $2\sum_{s=0}^{n-1}C_s$. The terms left over are $(W-n+1)C_n$ and $(W-n)C_{n+1}$. Moving $2C_n$ into the sum gives the stated form.

Lean proves the same identity by induction on $n$. For $n=0$ both sides equal $(W+1)C_0+W\,C_1$. The step from $n$ to $n+1$ adds the term with $s=n+2$, which is $(W-n-1)(C_{n+2}-C_n)$. Its second part cancels the last term of the formula for $n$, leaving

$$2\sum_{s=0}^{n}C_s+(W-n)\,C_{n+1}+(W-n-1)\,C_{n+2}.$$

Writing $W-n=2+(W-n-2)$ moves $2C_{n+1}$ into the sum and produces the formula for $n+1$. In the code, `ih` is the induction hypothesis, `Finset.sum_range_succ` separates the last term of a sum, and `ring` checks the rearrangement.

```lean
/-- Pascal's rule summed over the lower part of a row of binomial coefficients. -/
theorem pascal_partial_sum (n m : ℕ) :
    ∑ i ∈ range (m + 1), (n + 1).choose i =
      2 * ∑ i ∈ range m, n.choose i + n.choose m := by
  induction m with
  | zero => simp
  | succ m ih =>
    rw [Finset.sum_range_succ, ih, Finset.sum_range_succ, Nat.choose_succ_succ']
    ring
```

In this theorem `n` and `m` are arbitrary natural numbers:

$$\sum_{i=0}^{m}\binom{n+1}{i}=2\sum_{i=0}^{m-1}\binom{n}{i}+\binom{n}{m}.$$

Pascal's rule writes each $\binom{n+1}{i}$ as $\binom{n}{i}+\binom{n}{i-1}$, with the second term absent for $i=0$. Summed over $i$, every $\binom{n}{i}$ with $i<m$ appears twice and $\binom{n}{m}$ once. The Lean proof is an induction on $m$ that applies Pascal's rule, `Nat.choose_succ_succ'`, to the one new term in each step.

```lean
/-- The dimensions of the quasi-spin multiplets, weighted with the seniority multiplicities,
add up to `4 ^ W` for `W` fermion pairs. -/
theorem quasispin_count (W : ℕ) :
    ∑ s ∈ range (W + 1), multipletDim W s * seniorityMult W s = 4 ^ W := by
  cases W with
  | zero => simp [multipletDim, seniorityMult]
  | succ w =>
    have h := partial_count (w + 1) w
    -- half of the row `2W + 1` of Pascal's triangle sums to `4 ^ W`
    have p := pascal_partial_sum (2 * (w + 1)) (w + 1)
    rw [Nat.sum_range_choose_halfway] at p
    have p' : (4 : ℤ) ^ (w + 1) =
        2 * ∑ i ∈ range (w + 1), ((2 * (w + 1)).choose i : ℤ)
          + ((2 * (w + 1)).choose (w + 1) : ℤ) := by
      exact_mod_cast p
    rw [p', show w + 1 + 1 = w + 2 from rfl, h]
    push_cast
    ring
```

This is the main identity, $\sum_{s=0}^{W}D_s\,g_s=4^W$. The "fermion pairs" in the comment are the $W$ pairs of single-particle states, not pairs of particles. For $W\ge1$, set $n=W-1$ in the summation by parts. The coefficient of $C_W$ is then $1$ and that of $C_{W-1}$ in the last term is $0$, so

$$\sum_{s=0}^{W}D_s\,g_s=2\sum_{s=0}^{W-1}C_s+C_W .$$

The summed Pascal rule, with $2W$ for its upper index and $m=W$, identifies the right side with half of row $2W+1$ of Pascal's triangle:

$$2\sum_{s=0}^{W-1}C_s+C_W=\sum_{i=0}^{W}\binom{2W+1}{i}=\tfrac12\,2^{2W+1}=4^W .$$

The factor one half is exact because the row has $2W+2$ entries and is symmetric.

The choice $n=W-1$ needs $W\ge1$, so the proof separates `zero` from `succ w`, where $W=w+1$. For $W=0$ the sum is the single term $1\cdot1=4^0$, the vacuum. In the other case, `h` is the summation by parts and `p` is the summed Pascal rule. The Mathlib theorem `Nat.sum_range_choose_halfway` evaluates the half row, and `p'` restates the result for integers. The last lines combine the two.

## Comparing with the occupation configurations

```lean
/-- The multiplet dimensions, weighted with the seniority multiplicities, add up to the number of
occupation configurations of `W` pairs of single-particle states. -/
theorem quasispin_exhausts_fock (W : ℕ) :
    ∑ s ∈ range (W + 1), multipletDim W s * seniorityMult W s =
      (Fintype.card (Finset (Fin W × Bool)) : ℤ) := by
  rw [quasispin_count]
  simp only [Fintype.card_finset, Fintype.card_prod, Fintype.card_fin, Fintype.card_bool]
  push_cast
  rw [mul_comm W 2, pow_mul]
  norm_num

end QuasiSpinSeniority
```

The type `Fin W × Bool` labels the single-particle states: `Fin W` has $W$ elements and names the pair, and `Bool` has two and names the partner. A term of `Finset (Fin W × Bool)` is a finite set of such labels, read as the set of occupied states. Each state is occupied at most once, which is the Pauli principle, and the particle number is not fixed. These configurations label the determinants that form a basis of Fock space, so their number, `Fintype.card`, is its dimension.

The proof replaces the left side by $4^W$ and counts the subsets of a set with $2W$ elements:

$$2^{2W}=(2^2)^W=4^W .$$

The theorem equates two numbers; it constructs no basis of multiplet states. Combined with the angular momentum structure of the quasi-spin operators, it confirms that the list of multiplets accounts for the whole of Fock space. For a pairing Hamiltonian built only from $Q_\pm$ and $Q_0$ on finitely many pairs, each of these multiplets is an invariant subspace, which may split further, and the identity is a check on the total size of a list of multiplets.

```lean
#print axioms QuasiSpinSeniority.sector_dimension
#print axioms QuasiSpinSeniority.seniorityMult_unique
#print axioms QuasiSpinSeniority.seniorityMult_pos
#print axioms QuasiSpinSeniority.quasispin_exhausts_fock
```

```
'QuasiSpinSeniority.sector_dimension' depends on axioms: [propext, Classical.choice, Quot.sound]
'QuasiSpinSeniority.seniorityMult_unique' depends on axioms: [propext, Classical.choice, Quot.sound]
'QuasiSpinSeniority.seniorityMult_pos' depends on axioms: [propext, Classical.choice, Quot.sound]
'QuasiSpinSeniority.quasispin_exhausts_fock' depends on axioms: [propext, Classical.choice, Quot.sound]
```
